# The Ward vertex cancels the quasiparticle weight at a simple pole of a single-level Green function

A quasiparticle self-consistent GW calculation builds its self-energy from a Green function whose poles have unit weight, and it leaves out the vertex. One argument for this step is that the two simplifications compensate: the interacting Green function carries a weight $Z$ at its quasiparticle pole, the vertex contributes $1/Z$, and the product has weight one. Below, this cancellation is proved for one level with a continuously differentiable scalar self-energy whose slope at the quasiparticle energy is not 1. The Ward identity, which ties the vertex to that slope, is assumed and not derived.

## The level, its Green function and its vertex

```lean
import Mathlib

open Filter Topology

namespace QuasiparticleWardCancellation

noncomputable section

variable {𝕜 : Type*} [RCLike 𝕜]
```

The symbol `𝕜` stands for either the real or the complex numbers, and the frequency, the level and the self-energy all take values in the same one. Real frequencies therefore come with a real self-energy, which describes an undamped level. In the complex case, differentiability near a point means that the self-energy is holomorphic there. A damped quasiparticle belongs to this case: its energy is complex, and the self-energy is continued analytically to it.

```lean
/-- The inverse propagator `w - e - Σ(w)` of a level `e` with self-energy `S`. -/
def invGreen (e : 𝕜) (S : 𝕜 → 𝕜) (w : 𝕜) : 𝕜 := w - e - S w
```

For a level $e$ with self-energy $\Sigma$, written `S` in the code, this defines the inverse propagator

$$g(w) = w - e - \Sigma(w).$$

```lean
/-- The interacting Green function `G(w) = 1 / (w - e - Σ(w))`. -/
def green (e : 𝕜) (S : 𝕜 → 𝕜) (w : 𝕜) : 𝕜 := 1 / invGreen e S w
```

The Green function is its reciprocal, $G(w) = 1/g(w)$.

```lean
/-- The Ward vertex `Γ(w)`, the frequency derivative of the inverse propagator. -/
def wardVertex (e : 𝕜) (S : 𝕜 → 𝕜) (w : 𝕜) : 𝕜 := deriv (invGreen e S) w
```

The vertex is $\Gamma(w) = g'(w)$; `deriv` is Lean's derivative. Here the Ward identity enters as a definition. In the many-body theory the vertex depends on a transferred momentum and frequency, and charge conservation gives it this value when the momentum goes to zero first and the frequency afterwards. That step is taken as given.

```lean
/-- The quasiparticle weight `Z = 1 / (1 - Σ'(E))`. -/
def qpWeight (S : 𝕜 → 𝕜) (E : 𝕜) : 𝕜 := 1 / (1 - deriv S E)
```

The quasiparticle weight at an energy $E$ is $Z = 1/(1-\Sigma'(E))$. Nothing here restricts it to lie between 0 and 1.

## The slope of the inverse propagator

```lean
/-- The inverse propagator has frequency derivative `1 - Σ'(w)`. -/
theorem hasDerivAt_invGreen (e : 𝕜) {S : 𝕜 → 𝕜} {w : 𝕜}
    (hS : DifferentiableAt 𝕜 S w) :
    HasDerivAt (invGreen e S) (1 - deriv S w) w := by
  have h := ((hasDerivAt_id' w).sub_const e).fun_sub hS.hasDerivAt
  exact h
```

A Lean theorem lists its hypotheses, then a colon and the conclusion, then the proof after `:= by`. The hypothesis `hS` says that $\Sigma$ is differentiable at $w$. The conclusion, `HasDerivAt`, says that $g$ has derivative $1-\Sigma'(w)$ there. By hand, $w$ contributes 1, the constant $e$ contributes 0, and $-\Sigma$ contributes $-\Sigma'(w)$. The proof combines the same rules.

```lean
/-- At a solution of the quasiparticle equation, the inverse propagator divided by `w - E`
tends to `1 - Σ'(E)`. -/
theorem tendsto_invGreen_div {e E : 𝕜} {S : 𝕜 → 𝕜}
    (hE : E = e + S E) (hS : DifferentiableAt 𝕜 S E) :
    Tendsto (fun w => invGreen e S w / (w - E)) (𝓝[≠] E) (𝓝 (1 - deriv S E)) := by
  have h0 : invGreen e S E = 0 := by
    unfold invGreen
    linear_combination hE
  -- the quotient is the difference quotient, since the inverse propagator vanishes at `E`
  have h := hasDerivAt_iff_tendsto_slope.mp (hasDerivAt_invGreen e hS)
  refine h.congr fun w => ?_
  rw [slope_def_field, h0, sub_zero]
```

The hypothesis `hE` is the quasiparticle equation $E = e + \Sigma(E)$. The expression `Tendsto f (𝓝[≠] E) (𝓝 a)` reads "$f(w) \to a$ as $w \to E$ with $w \neq E$". The quasiparticle equation gives $g(E) = E - e - \Sigma(E) = 0$, and therefore

$$\frac{g(w)}{w-E} = \frac{g(w)-g(E)}{w-E} \longrightarrow g'(E) = 1-\Sigma'(E).$$

In the proof, `h0` is the vanishing of $g$ at $E$, and `slope` is Lean's name for the difference quotient.

## When the pole has a finite nonzero weight

```lean
/-- At a solution of the quasiparticle equation, `(w - E) G(w)` tends to a nonzero number `z`
exactly when `Σ'(E) ≠ 1` and `z` is the quasiparticle weight. -/
theorem pole_weight_iff {e E z : 𝕜} {S : 𝕜 → 𝕜}
    (hE : E = e + S E) (hS : DifferentiableAt 𝕜 S E) (hz : z ≠ 0) :
    Tendsto (fun w => (w - E) * green e S w) (𝓝[≠] E) (𝓝 z) ↔
      deriv S E ≠ 1 ∧ z = qpWeight S E := by
  have hq := tendsto_invGreen_div hE hS
  have heq : (fun w => (w - E) * green e S w) =
      fun w => (invGreen e S w / (w - E))⁻¹ := by
    funext w
    rw [inv_div, green, mul_one_div]
  rw [heq]
  constructor
  · intro h
    -- invert the assumed limit and compare with the difference quotient
    have h1 : Tendsto (fun w => invGreen e S w / (w - E)) (𝓝[≠] E) (𝓝 z⁻¹) :=
      (h.inv₀ hz).congr fun w => inv_inv _
    have key : 1 - deriv S E = z⁻¹ := tendsto_nhds_unique hq h1
    refine ⟨fun h2 => ?_, ?_⟩
    · rw [h2, sub_self] at key
      exact inv_ne_zero hz key.symm
    · rw [qpWeight, key, one_div, inv_inv]
  · rintro ⟨h1, h2⟩
    rw [h2, qpWeight, one_div]
    exact hq.inv₀ (sub_ne_zero.mpr (Ne.symm h1))
```

For a nonzero number $z$, the theorem says that $(w-E)G(w) \to z$ holds exactly when $\Sigma'(E) \neq 1$ and $z = Z$. Both directions start from

$$(w-E)\,G(w) = \left(\frac{g(w)}{w-E}\right)^{-1},$$

which is `heq` in the proof.

Suppose first that the left side tends to $z \neq 0$. Taking reciprocals gives $g(w)/(w-E) \to 1/z$. The same quotient tends to $1-\Sigma'(E)$, and a limit is unique, so $1-\Sigma'(E) = 1/z$. The right side is nonzero, so $\Sigma'(E) \neq 1$, and inverting gives $z = Z$. The line named `key` records this equality of limits.

Conversely, if $\Sigma'(E) \neq 1$, the quotient has a nonzero limit, and its reciprocal tends to $1/(1-\Sigma'(E)) = Z$. This theorem needs differentiability only at $E$ itself.

## The cancellation

```lean
/-- If `Σ` is differentiable near `E` and `Σ'` is continuous at `E`, the Ward vertex tends to `1 -
Σ'(E)` as the frequency approaches `E`. -/
theorem tendsto_wardVertex (e : 𝕜) {E : 𝕜} {S : 𝕜 → 𝕜}
    (hd : ∀ᶠ w in 𝓝 E, DifferentiableAt 𝕜 S w) (hc : ContinuousAt (deriv S) E) :
    Tendsto (wardVertex e S) (𝓝[≠] E) (𝓝 (1 - deriv S E)) := by
  have h1 : Tendsto (fun w => 1 - deriv S w) (𝓝 E) (𝓝 (1 - deriv S E)) :=
    tendsto_const_nhds.sub hc.tendsto
  refine (h1.congr' ?_).mono_left nhdsWithin_le_nhds
  filter_upwards [hd] with w hw
  exact (hasDerivAt_invGreen e hw).deriv.symm
```

This theorem asks for more regularity. The notation `∀ᶠ w in 𝓝 E` means "for all $w$ sufficiently close to $E$", so `hd` says that $\Sigma$ is differentiable near $E$, and `hc` says that $\Sigma'$ is continuous at $E$. A continuously differentiable self-energy satisfies both. Near $E$ we have $\Gamma(w) = 1-\Sigma'(w)$, and continuity gives $\Gamma(w) \to 1-\Sigma'(E)$. The proof takes the limit of $1-\Sigma'(w)$ first and then replaces that expression by the vertex at nearby frequencies.

```lean
/-- Z-factor cancellation: at a quasiparticle energy `E` with `Σ'(E) ≠ 1`, where `Σ` is
differentiable near `E` and `Σ'` is continuous at `E`, the vertex satisfies `Γ(E) Z = 1`, the
inverse propagator has no other zero near `E`, and as `w → E` one has `(w - E) G(w) → Z` and `(w -
E) G(w) Γ(w) → 1`. -/
theorem z_factor_cancellation {e E : 𝕜} {S : 𝕜 → 𝕜}
    (hE : E = e + S E) (hd : ∀ᶠ w in 𝓝 E, DifferentiableAt 𝕜 S w)
    (hc : ContinuousAt (deriv S) E) (h1 : deriv S E ≠ 1) :
    wardVertex e S E * qpWeight S E = 1 ∧
    (∀ᶠ w in 𝓝[≠] E, invGreen e S w ≠ 0) ∧
    Tendsto (fun w => (w - E) * green e S w) (𝓝[≠] E) (𝓝 (qpWeight S E)) ∧
    Tendsto (fun w => (w - E) * green e S w * wardVertex e S w) (𝓝[≠] E) (𝓝 1) := by
  have hS : DifferentiableAt 𝕜 S E := hd.self_of_nhds
  have hne : 1 - deriv S E ≠ 0 := sub_ne_zero.mpr (Ne.symm h1)
  have hZ : qpWeight S E * (1 - deriv S E) = 1 := by
    rw [qpWeight, one_div, inv_mul_cancel₀ hne]
  have hZ0 : qpWeight S E ≠ 0 := left_ne_zero_of_mul_eq_one hZ
  have hG := (pole_weight_iff hE hS hZ0).mpr ⟨h1, rfl⟩
  refine ⟨?_, ?_, hG, ?_⟩
  · have hV : wardVertex e S E = 1 - deriv S E := (hasDerivAt_invGreen e hS).deriv
    rw [hV, mul_comm, hZ]
  · filter_upwards [(tendsto_invGreen_div hE hS).eventually_ne hne] with w hw h0
    exact hw (by rw [h0, zero_div])
  · -- the limits `Z` and `1 / Z` multiply to one
    have h := hG.mul (tendsto_wardVertex e hd hc)
    rw [hZ] at h
    exact h
```

This is the main theorem. With the quasiparticle equation, the regularity just described and $\Sigma'(E) \neq 1$, it gives four conclusions, joined by `∧`, "and".

1. **The vertex at the pole.** Since $\Gamma(E) = 1-\Sigma'(E)$, we have $\Gamma(E)\,Z = 1$, which is the same as $\Gamma(E) = 1/Z$.
2. **An isolated zero.** The quotient $g(w)/(w-E)$ has the nonzero limit $1-\Sigma'(E)$, so it is nonzero for $w$ close to $E$ and different from it. Hence $g(w) \neq 0$ there. Lean assigns $1/0$ the value 0, and this conclusion ensures that the limits concern genuine values of $G$.
3. **The pole without the vertex.** The previous section gives $(w-E)G(w) \to Z$.
4. **The pole with its vertex.** Multiplying the two limits gives
$$(w-E)\,G(w)\,\Gamma(w) \longrightarrow Z\,(1-\Sigma'(E)) = 1.$$

The proof first establishes `hZ`, the identity $Z(1-\Sigma'(E)) = 1$, and uses it for the first and last conclusions.

As a numerical case, $\Sigma'(E) = -1/4$ gives $Z = 4/5$ and $\Gamma(E) = 5/4$.

The cancellation concerns the pole alone. Away from $E$, the product $G\Gamma$ generally differs from $1/(w-E)$, and the theorem makes no claim about a continuous incoherent background. A satellite that is an isolated pole at another solution of the quasiparticle equation is covered if the hypotheses hold there, and with the vertex it too has weight one. Matrix self-energies and momentum dependence are also absent from the model.

## Multiplying by a screened interaction

```lean
/-- Let `Σ'(E) ≠ 1`, with `Σ` differentiable near `E` and `Σ'` continuous at `E`. For a screened
interaction `W` continuous at `E`, the product `G W` has pole strength `Z W(E)` at the quasiparticle
energy, while `G W Γ` has pole strength `W(E)`. -/
theorem screened_pole_strength {e E : 𝕜} {S W : 𝕜 → 𝕜}
    (hE : E = e + S E) (hd : ∀ᶠ w in 𝓝 E, DifferentiableAt 𝕜 S w)
    (hc : ContinuousAt (deriv S) E) (h1 : deriv S E ≠ 1) (hW : ContinuousAt W E) :
    Tendsto (fun w => (w - E) * (green e S w * W w)) (𝓝[≠] E)
      (𝓝 (qpWeight S E * W E)) ∧
    Tendsto (fun w => (w - E) * (green e S w * W w * wardVertex e S w)) (𝓝[≠] E)
      (𝓝 (W E)) := by
  obtain ⟨-, -, hG, hGV⟩ := z_factor_cancellation hE hd hc h1
  have hW' : Tendsto W (𝓝[≠] E) (𝓝 (W E)) := hW.tendsto.mono_left nhdsWithin_le_nhds
  constructor
  · exact (hG.mul hW').congr fun w => by ring
  · have h := hGV.mul hW'
    rw [one_mul] at h
    exact h.congr fun w => by ring
```

Let $W$ be a function of frequency that is continuous at $E$. Then $W(w) \to W(E)$, and multiplying by the limits already found gives

$$(w-E)\,G(w)W(w) \to Z\,W(E), \qquad (w-E)\,G(w)W(w)\Gamma(w) \to W(E).$$

The proof uses `ring` only to reorder the factors. All functions are evaluated at the same frequency, whereas the GW self-energy is a convolution of $G$ and $W$. With the vertex included, that convolution samples it at all transferred momenta and frequencies, while the Ward value $g'$ belongs to the limit of vanishing transfer. The theorem therefore describes the strength of one pole in a pointwise product and not the integrated self-energy.

## What happens at slope one

```lean
/-- A self-energy for which the inverse propagator is `(w - E) ^ (n + 2)`. -/
def criticalSelfEnergy (e E : 𝕜) (n : ℕ) (w : 𝕜) : 𝕜 := w - e - (w - E) ^ (n + 2)
```

This self-energy is constructed so that $g(w) = (w-E)^{n+2}$, where $n = 0, 1, 2, \dots$. The inverse propagator then has a zero of order at least two. It is a mathematical test case and not a model of a material.

```lean
/-- The critical self-energy solves the quasiparticle equation with `Σ'(E) = 1`, and `(w - E) G(w)
Γ(w) = n + 2` for all `w ≠ E`. -/
theorem cancellation_fails_at_critical_slope (e E : 𝕜) (n : ℕ) :
    E = e + criticalSelfEnergy e E n E ∧
    deriv (criticalSelfEnergy e E n) E = 1 ∧
    ∀ w, w ≠ E → (w - E) * green e (criticalSelfEnergy e E n) w *
      wardVertex e (criticalSelfEnergy e E n) w = (n : 𝕜) + 2 := by
  have hp : ∀ w : 𝕜, HasDerivAt (fun x : 𝕜 => (x - E) ^ (n + 2))
      (((n : 𝕜) + 2) * (w - E) ^ (n + 1)) w := by
    intro w
    have h := ((hasDerivAt_id' w).sub_const E).fun_pow (n + 2)
    refine h.congr_deriv ?_
    rw [show n + 2 - 1 = n + 1 from rfl]
    push_cast
    ring
  have hinv : invGreen e (criticalSelfEnergy e E n) = fun x => (x - E) ^ (n + 2) := by
    funext x
    unfold invGreen criticalSelfEnergy
    ring
  refine ⟨by simp [criticalSelfEnergy], ?_, ?_⟩
  · have hS : HasDerivAt (criticalSelfEnergy e E n)
        (1 - ((n : 𝕜) + 2) * (E - E) ^ (n + 1)) E :=
      ((hasDerivAt_id' E).sub_const e).fun_sub (hp E)
    rw [hS.deriv]
    simp
  · intro w hw
    have hw' : w - E ≠ 0 := sub_ne_zero.mpr hw
    have hG : green e (criticalSelfEnergy e E n) w = 1 / (w - E) ^ (n + 2) := by
      rw [green, hinv]
    have hV : wardVertex e (criticalSelfEnergy e E n) w =
        ((n : 𝕜) + 2) * (w - E) ^ (n + 1) := by
      rw [wardVertex, hinv]
      exact (hp w).deriv
    -- the powers of `w - E` cancel and leave `n + 2`, the order of the zero
    rw [hG, hV, show (w - E) ^ (n + 2) = (w - E) * (w - E) ^ (n + 1) by ring]
    field_simp

end

end QuasiparticleWardCancellation
```

The theorem confirms that $E$ solves the quasiparticle equation and that $\Sigma'(E) = 1$. The vertex is $\Gamma(w) = (n+2)(w-E)^{n+1}$, so for every $w \neq E$

$$(w-E)\,G(w)\,\Gamma(w) = (w-E)\,\frac{(n+2)(w-E)^{n+1}}{(w-E)^{n+2}} = n+2.$$

The value is at least 2, so the cancellation to 1 fails for this self-energy, and the condition on the slope cannot be dropped from the main theorem. In the proof, `hp` is the power rule, `hinv` identifies the inverse propagator, `hG` and `hV` supply the two factors, and `field_simp` cancels the powers of $w-E$.

## The vertex as an independent function

The vertex could also have been modelled as an arbitrary function $\Gamma$, continuous at $E$, with the Ward identity $\Gamma(E) = 1-\Sigma'(E)$ as an explicit hypothesis. The physical assumption would then be visible in the theorem's statement instead of sitting in a definition. The self-energy would need to be differentiable only at $E$, because the limit of $\Gamma$ would no longer come from the continuity of $\Sigma'$. The vertex would also be free to differ from $g'(w)$ away from the pole.

```lean
#print axioms QuasiparticleWardCancellation.tendsto_wardVertex
#print axioms QuasiparticleWardCancellation.screened_pole_strength
#print axioms QuasiparticleWardCancellation.cancellation_fails_at_critical_slope
```

```
'QuasiparticleWardCancellation.tendsto_wardVertex' depends on axioms: [propext, Classical.choice, Quot.sound]
'QuasiparticleWardCancellation.screened_pole_strength' depends on axioms: [propext, Classical.choice, Quot.sound]
'QuasiparticleWardCancellation.cancellation_fails_at_critical_slope' depends on axioms: [propext, Classical.choice, Quot.sound]
```
